# Amos–Hall corresponding orbitals for two orthonormal families

Orthonormal occupied orbitals of a Slater determinant are fixed only up to unitary mixing, so the overlaps between two such sets change with an arbitrary choice. The same holds for the spatial parts of the α and β orbitals of an unrestricted Hartree–Fock state, where each spin set is mixed separately. Take, in three dimensions, \(a_0=(1,0,0)\), \(a_1=(0,1,0)\) and \(b_0=(0,\tfrac35,\tfrac45)\), \(b_1=(1,0,0)\). Then \(\langle a_0|b_0\rangle=\langle a_1|b_1\rangle=0\), which suggests unrelated sets, although \(a_0=b_1\). The Amos–Hall construction mixes each family so that every orbital overlaps with at most one partner; it is proved here for two families of equal size in a finite orthonormal basis.

## The model

```lean
import Mathlib

open Matrix
open scoped ComplexOrder

namespace CorrespondingOrbitals

variable {m n : Type*} [Fintype m] [Fintype n] [DecidableEq n]
```

The types `m` and `n` are finite index sets: \(k\in m\) labels basis functions, \(i,j\in n\) label orbitals. A family is a complex matrix \(A\) whose column \(a_i\) has coefficients \(A_{ki}\). `ComplexOrder` makes \(0\le z\) mean that the complex number \(z\) is real and non-negative.

```lean
/-- Overlap matrix between the orbitals in the columns of `A` and those in the columns of `B`. -/
def overlap (A B : Matrix m n ℂ) : Matrix n n ℂ := Aᴴ * B
```

`Aᴴ` is \(A^\dagger\), so \(S=A^\dagger B\) has entries \(S_{ij}=\sum_k\overline{A_{ki}}B_{kj}=\langle a_i|b_j\rangle\). No basis overlap matrix appears, so the basis is taken as orthonormal; coefficients in a non-orthogonal atomic basis are not covered directly.

```lean
/-- The columns of `A` are orthonormal orbitals. -/
def IsOrthonormalSet (A : Matrix m n ℂ) : Prop := Aᴴ * A = 1
```

This says \(\langle a_i|a_j\rangle=\delta_{ij}\).

```lean
/-- The matrix `Aᴴ B Bᴴ A`: the operator `B Bᴴ` taken between the orbitals of `A`. -/
def projOverlap (A B : Matrix m n ℂ) : Matrix n n ℂ := Aᴴ * B * Bᴴ * A
```

This is \(K=A^\dagger BB^\dagger A=SS^\dagger\), with \(K_{ij}=\sum_l\langle a_i|b_l\rangle\langle b_l|a_j\rangle\), \(l\in n\).

## Mixing

```lean
omit [DecidableEq n] in
/-- Mixing the two families by `U` and `V` turns the overlap matrix `S` into `Uᴴ S V`. -/
theorem overlap_rotate (A B : Matrix m n ℂ) (U V : Matrix n n ℂ) :
    overlap (A * U) (B * V) = Uᴴ * overlap A B * V := by
  simp only [overlap, conjTranspose_mul, Matrix.mul_assoc]
```

For square \(U,V\): \((AU)^\dagger(BV)=U^\dagger A^\dagger BV=U^\dagger SV\). The `simp only` call reverses the product under the dagger and regroups brackets.

```lean
/-- A unitary mixing of orthonormal orbitals gives orthonormal orbitals. -/
theorem orthonormal_rotate {A : Matrix m n ℂ} {U : Matrix n n ℂ} (hA : IsOrthonormalSet A)
    (hU : U ∈ unitaryGroup n ℂ) : IsOrthonormalSet (A * U) := by
  have h1 : Uᴴ * U = 1 := mem_unitaryGroup_iff'.mp hU
  have h2 : overlap A A = 1 := hA
  show overlap (A * U) (A * U) = 1
  rw [overlap_rotate, h2, Matrix.mul_one, h1]
```

`U ∈ unitaryGroup n ℂ` says that \(U\) is unitary. With \(B=A\), \(V=U\) above, \((AU)^\dagger(AU)=U^\dagger 1\,U=1\).

```lean
omit [DecidableEq n] in
/-- The matrix `Aᴴ B Bᴴ A` is Hermitian. -/
theorem projOverlap_isHermitian (A B : Matrix m n ℂ) : (projOverlap A B).IsHermitian := by
  simp only [projOverlap, IsHermitian, conjTranspose_mul, conjTranspose_conjTranspose,
    Matrix.mul_assoc]
```

Reversing the four factors gives \(K^\dagger=K\). Lean attaches real eigenvalues, indexed by \(n\), to a proof of Hermiticity, so this proof reappears in the main statement.

## Singular values

```lean
/-- A square matrix with mutually orthogonal rows of squared lengths `d i ^ 2` is `diag d`
times a unitary matrix. -/
theorem rows_factor (T : Matrix n n ℂ) (d : n → ℝ)
    (h : T * Tᴴ = diagonal fun i => (d i : ℂ) ^ 2) :
    ∃ W ∈ unitaryGroup n ℂ, T = diagonal (fun i => (d i : ℂ)) * W := by
  have hrow : ∀ i j, ∑ k, T i k * star (T j k) = if i = j then (d i : ℂ) ^ 2 else 0 := by
    intro i j
    have := congrFun (congrFun h i) j
    simpa only [mul_apply, conjTranspose_apply, diagonal_apply] using this
  have hin : ∀ x y : EuclideanSpace ℂ n, inner ℂ x y = ∑ k, y k * star (x k) := by
    intro x y
    simp [PiLp.inner_apply]
  -- normalise the non-vanishing rows and complete them to an orthonormal basis
  let v : n → EuclideanSpace ℂ n := fun i => WithLp.toLp 2 fun k => (d i : ℂ)⁻¹ * T i k
  have hvv : ∀ i j, inner ℂ (v i) (v j)
      = (d j : ℂ)⁻¹ * (d i : ℂ)⁻¹ * ∑ k, T j k * star (T i k) := by
    intro i j
    rw [hin, Finset.mul_sum]
    refine Finset.sum_congr rfl fun k _ => ?_
    simp [v]
    ring
  obtain ⟨b, hb⟩ := Orthonormal.exists_orthonormalBasis_extension_of_card_eq (𝕜 := ℂ)
    (by simp : Module.finrank ℂ (EuclideanSpace ℂ n) = Fintype.card n)
    (v := v) (s := {i | d i ≠ 0}) (by
      rw [orthonormal_iff_ite]
      rintro ⟨i, hi⟩ ⟨j, hj⟩
      show inner ℂ (v i) (v j) = _
      rw [hvv, hrow]
      by_cases hij : i = j
      · subst hij
        have hi' : (d i : ℂ) ≠ 0 := Complex.ofReal_ne_zero.mpr hi
        simp only [if_true]
        field_simp
      · simp [hij, Ne.symm hij])
  refine ⟨Matrix.of fun i k => b i k, ?_, ?_⟩
  · rw [mem_unitaryGroup_iff]
    ext i j
    have := orthonormal_iff_ite.mp b.orthonormal j i
    rw [hin] at this
    simp only [mul_apply, Matrix.star_apply, of_apply, one_apply]
    rw [this]
    by_cases hij : i = j
    · simp [hij]
    · simp [hij, Ne.symm hij]
  · ext i k
    rw [diagonal_mul, of_apply]
    by_cases h0 : d i = 0
    · -- a row of zero length vanishes
      have hz : T i ⬝ᵥ star (T i) = 0 := (hrow i i).trans (by simp [h0])
      have := congrFun (dotProduct_self_star_eq_zero.mp hz) k
      simp [h0, this]
    · have hi' : (d i : ℂ) ≠ 0 := Complex.ofReal_ne_zero.mpr h0
      rw [hb i h0]
      show T i k = (d i : ℂ) * ((d i : ℂ)⁻¹ * T i k)
      rw [← mul_assoc, mul_inv_cancel₀ hi', one_mul]
```

Let \(T\) be square, \(d_i\) real of either sign, and \(TT^\dagger=\mathrm{diag}(d_i^2)\). The claim is \(T=\mathrm{diag}(d_i)\,W\) with \(W\) unitary. Here \(k\) runs over \(n\). Entry by entry the hypothesis reads
\[\sum_k T_{ik}\overline{T_{jk}}=d_i^2\delta_{ij},\]
which is `hrow`. For \(d_i\ne0\) put \(v_i=T_{i\cdot}/d_i\); then \(\sum_k (v_j)_k\overline{(v_i)_k}=d_j^2\delta_{ij}/(d_id_j)=\delta_{ij}\). In Lean `v` is defined for every \(i\), with \(0^{-1}=0\), but only the set `{i | d i ≠ 0}` is used. The long-named Mathlib lemma completes these vectors to an orthonormal basis `b` indexed by \(n\) that agrees with \(v_i\) on that set, and \(W\) takes the basis vectors as rows. Orthonormal rows mean \(WW^\dagger=1\). If \(d_i\neq0\), then \(d_iW_{ik}=T_{ik}\). If \(d_i=0\), then \(\sum_k|T_{ik}|^2=0\) (`hz`), the row vanishes, and both sides are zero.

```lean
/-- Singular value decomposition: unitary `U`, `V` bring a square matrix `S` to non-negative
diagonal form, the squared entries being the eigenvalues of `H = S Sᴴ`. -/
theorem svd (S H : Matrix n n ℂ) (hH : H.IsHermitian) (hS : S * Sᴴ = H) :
    ∃ U ∈ unitaryGroup n ℂ, ∃ V ∈ unitaryGroup n ℂ, ∃ d : n → ℝ,
      Uᴴ * S * V = diagonal (fun i => (d i : ℂ)) ∧
        ∀ i, 0 ≤ d i ∧ d i ^ 2 = hH.eigenvalues i := by
  obtain ⟨U, hU, hHU⟩ : ∃ U ∈ unitaryGroup n ℂ,
      H * U = U * diagonal fun i => (hH.eigenvalues i : ℂ) := by
    refine ⟨hH.eigenvectorUnitary, hH.eigenvectorUnitary.2, ?_⟩
    ext i j
    have := congrFun (hH.mulVec_eigenvectorBasis j) i
    simp only [mulVec, dotProduct, Pi.smul_apply, Complex.real_smul] at this
    rw [mul_diagonal, mul_apply]
    exact this.trans (mul_comm _ _)
  have h1 : Uᴴ * U = 1 := mem_unitaryGroup_iff'.mp hU
  -- the rows of `Uᴴ S` are orthogonal, with the eigenvalues as squared lengths
  have hT : Uᴴ * S * (Uᴴ * S)ᴴ = diagonal fun i => (hH.eigenvalues i : ℂ) := by
    have e : Uᴴ * S * (Uᴴ * S)ᴴ = Uᴴ * (H * U) := by
      rw [← hS]
      simp only [conjTranspose_mul, conjTranspose_conjTranspose, Matrix.mul_assoc]
    rw [e, hHU, ← Matrix.mul_assoc, h1, Matrix.one_mul]
  have hl : ∀ i, 0 ≤ hH.eigenvalues i := by
    intro i
    have e := congrFun (congrFun hT i) i
    rw [diagonal_apply_eq, mul_apply] at e
    refine Complex.zero_le_real.mp ?_
    rw [← e]
    exact Finset.sum_nonneg fun k _ => mul_star_self_nonneg _
  obtain ⟨W, hW, hTW⟩ := rows_factor (Uᴴ * S) (fun i => Real.sqrt (hH.eigenvalues i)) (by
    rw [hT]
    congr 1
    funext i
    simp only [← Complex.ofReal_pow, Real.sq_sqrt (hl i)])
  refine ⟨U, hU, star W, ?_, fun i => Real.sqrt (hH.eigenvalues i), ?_,
    fun i => ⟨Real.sqrt_nonneg _, Real.sq_sqrt (hl i)⟩⟩
  · rw [mem_unitaryGroup_iff, star_star]
    exact mem_unitaryGroup_iff'.mp hW
  · rw [hTW, Matrix.mul_assoc, mem_unitaryGroup_iff.mp hW, Matrix.mul_one]
```

For any square \(S\) and Hermitian \(H=SS^\dagger\) with eigenvalues \(\lambda_i\), there are unitary \(U,V\) and \(d_i\ge0\) with \(U^\dagger SV=\mathrm{diag}(d_i)\) and \(d_i^2=\lambda_i\). Put the orthonormal eigenvectors of \(H\) in the columns of \(U\), so that \(HU=U\,\mathrm{diag}(\lambda_i)\) (`hHU`). With \(T=U^\dagger S\),
\[TT^\dagger=U^\dagger SS^\dagger U=U^\dagger HU=\mathrm{diag}(\lambda_i),\]
which is `hT`. Its diagonal gives \(\lambda_i=\sum_k|T_{ik}|^2\ge0\) (`hl`), so \(d_i=\sqrt{\lambda_i}\) satisfies \(d_i^2=\lambda_i\). The previous theorem gives \(T=\mathrm{diag}(d_i)W\), and \(V=W^\dagger\), written `star W`, gives \(TV=\mathrm{diag}(d_i)WW^\dagger=\mathrm{diag}(d_i)\).

The form of the statement is worth reusing. `H` is a separate variable tied to `S` by the equation `hS`. Since `hH.eigenvalues` depends on a proof about one particular matrix expression, rewriting that expression afterwards is awkward; with `H` free, a caller inserts its own matrix and Hermiticity proof and supplies only the equation.

## The bound

```lean
omit [Fintype n] in
/-- If the `i`-th orbitals of two orthonormal families have real overlap `d`, their squared
distance is `2 - 2 d`. -/
theorem pair_distance {A B : Matrix m n ℂ} (hA : IsOrthonormalSet A) (hB : IsOrthonormalSet B)
    {i : n} {d : ℝ} (h : overlap A B i i = d) : ∑ k, ‖A k i - B k i‖ ^ 2 = 2 - 2 * d := by
  unfold IsOrthonormalSet at hA hB
  unfold overlap at h
  have h' : (Bᴴ * A) i i = d := by
    have e : Bᴴ * A = (Aᴴ * B)ᴴ := by simp
    rw [e, conjTranspose_apply, h]
    exact Complex.conj_ofReal d
  have key : ((∑ k, ‖A k i - B k i‖ ^ 2 : ℝ) : ℂ) = ((A - B)ᴴ * (A - B)) i i := by
    simp only [mul_apply, conjTranspose_apply, Matrix.sub_apply]
    push_cast
    exact Finset.sum_congr rfl fun k _ => (Complex.conj_mul' _).symm
  rw [conjTranspose_sub, Matrix.sub_mul, Matrix.mul_sub, Matrix.mul_sub, hA, hB] at key
  simp only [Matrix.sub_apply, one_apply_eq, h, h'] at key
  apply Complex.ofReal_injective
  rw [key]
  push_cast
  ring
```

If \(\langle a_i|b_i\rangle=d\) is real, then \(\langle b_i|a_i\rangle=\bar d=d\) (`h'`), and
\[\|a_i-b_i\|^2=\langle a_i|a_i\rangle-\langle a_i|b_i\rangle-\langle b_i|a_i\rangle+\langle b_i|b_i\rangle=2-2d.\]
The step `key` identifies the left side with the \((i,i)\) entry of \((A-B)^\dagger(A-B)\), which is then expanded into these four terms.

```lean
omit [Fintype n] in
/-- A real overlap `d` of the `i`-th orbitals of two orthonormal families is at most one, and
equals one exactly when the two orbitals coincide. -/
theorem pair_overlap_le_one {A B : Matrix m n ℂ} (hA : IsOrthonormalSet A)
    (hB : IsOrthonormalSet B) {i : n} {d : ℝ} (h : overlap A B i i = d) :
    d ≤ 1 ∧ (d = 1 ↔ ∀ k, A k i = B k i) := by
  have e := pair_distance hA hB h
  have hn : 0 ≤ ∑ k, ‖A k i - B k i‖ ^ 2 := Finset.sum_nonneg fun k _ => sq_nonneg _
  refine ⟨by linarith, fun h1 k => ?_, fun hk => ?_⟩
  · have h0 : ∑ k, ‖A k i - B k i‖ ^ 2 = 0 := by linarith
    have := (Finset.sum_eq_zero_iff_of_nonneg fun k _ => sq_nonneg _).mp h0 k (Finset.mem_univ k)
    exact sub_eq_zero.mp (norm_eq_zero.mp (pow_eq_zero_iff two_ne_zero |>.mp this))
  · have h0 : ∑ k, ‖A k i - B k i‖ ^ 2 = 0 := by simp [hk]
    linarith
```

A sum of squares is non-negative, so \(2-2d\ge0\) and \(d\le1\); `linarith` does this linear arithmetic. If \(d=1\) the sum is zero, every term vanishes, and \(A_{ki}=B_{ki}\) for all \(k\). Conversely, equal columns make the sum zero and force \(d=1\).

## The main theorem

```lean
/-- Amos–Hall corresponding orbitals: two orthonormal families can be mixed unitarily into
orthonormal families whose overlap matrix is diagonal with real entries in `[0, 1]`, the squares
of which are the eigenvalues of `Aᴴ B Bᴴ A`. -/
theorem amos_hall {A B : Matrix m n ℂ} (hA : IsOrthonormalSet A) (hB : IsOrthonormalSet B) :
    ∃ U ∈ unitaryGroup n ℂ, ∃ V ∈ unitaryGroup n ℂ, ∃ d : n → ℝ,
      IsOrthonormalSet (A * U) ∧ IsOrthonormalSet (B * V) ∧
      overlap (A * U) (B * V) = diagonal (fun i => (d i : ℂ)) ∧
      ∀ i, 0 ≤ d i ∧ d i ≤ 1 ∧ d i ^ 2 = (projOverlap_isHermitian A B).eigenvalues i := by
  obtain ⟨U, hU, V, hV, d, hd, hi⟩ := svd (overlap A B) _ (projOverlap_isHermitian A B) (by
    simp only [overlap, projOverlap, conjTranspose_mul, conjTranspose_conjTranspose,
      Matrix.mul_assoc])
  rw [← overlap_rotate] at hd
  have hA' := orthonormal_rotate hA hU
  have hB' := orthonormal_rotate hB hV
  refine ⟨U, hU, V, hV, d, hA', hB', hd, fun i => ⟨(hi i).1, ?_, (hi i).2⟩⟩
  exact (pair_overlap_le_one hA' hB' (i := i) (by rw [hd, diagonal_apply_eq])).1
```

For orthonormal \(A\) and \(B\) there are unitary \(U,V\) and real \(d_i\) such that \(AU\) and \(BV\) are orthonormal,
\[(AU)^\dagger(BV)=\mathrm{diag}(d_i),\qquad 0\le d_i\le1,\qquad d_i^2=\lambda_i(K),\]
where \(\lambda_i(K)\) is the eigenvalue of \(K\) that Lean labels \(i\). The columns of \(AU\) and \(BV\) are the corresponding orbitals. The proof applies `svd` to \(S=A^\dagger B\) and \(H=K\), reads \(U^\dagger SV\) as the overlap of the mixed families by `overlap_rotate`, gets their orthonormality from `orthonormal_rotate`, and applies `pair_overlap_le_one` to each diagonal entry.

Both families carry the same index set, so a square overlap matrix is built in. Open-shell states with different numbers of α and β electrons, a usual setting for corresponding orbitals, have a rectangular overlap and lie beyond this statement. No ordering of the \(d_i\) by size and no uniqueness of \(U,V\) is claimed.

The upper bound rests on normalisation. With one basis function and one orbital, take \(A=(1)\), \(B=(2)\). Unitary \(U,V\) are phases, the mixed overlap has modulus 2, and non-negative diagonal form forces \(d=2\). Diagonalisation survives, since `svd` assumes nothing about the families, but \(d\le1\) and the orthonormality of \(BV\) fail.

## The converse

```lean
/-- Conversely, whenever unitary mixings make the overlap matrix real diagonal with entries `d`,
the characteristic determinant of `Aᴴ B Bᴴ A` is the product of the factors `z - d i ^ 2`. -/
theorem char_det_of_diagonal (A B : Matrix m n ℂ) {U V : Matrix n n ℂ}
    (hU : U ∈ unitaryGroup n ℂ) (hV : V ∈ unitaryGroup n ℂ) {d : n → ℝ}
    (h : overlap (A * U) (B * V) = diagonal fun i => (d i : ℂ)) (z : ℂ) :
    (z • (1 : Matrix n n ℂ) - projOverlap A B).det = ∏ i, (z - (d i : ℂ) ^ 2) := by
  have h1 : Uᴴ * U = 1 := mem_unitaryGroup_iff'.mp hU
  have h2 : V * Vᴴ = 1 := mem_unitaryGroup_iff.mp hV
  have h3 : Uᴴ * projOverlap A B * U
      = overlap (A * U) (B * V) * (overlap (A * U) (B * V))ᴴ := by
    calc Uᴴ * projOverlap A B * U = Uᴴ * (Aᴴ * B) * (V * Vᴴ) * (Bᴴ * A) * U := by
          rw [h2]
          simp only [projOverlap, Matrix.mul_one, Matrix.mul_assoc]
      _ = _ := by
          simp only [overlap, conjTranspose_mul, conjTranspose_conjTranspose, Matrix.mul_assoc]
  have e : Uᴴ * (z • (1 : Matrix n n ℂ) - projOverlap A B) * U
      = diagonal fun i => z - (d i : ℂ) ^ 2 := by
    rw [Matrix.mul_sub, Matrix.sub_mul, h3, h, Matrix.mul_smul, Matrix.mul_one, Matrix.smul_mul,
      h1, diagonal_conjTranspose, diagonal_mul_diagonal]
    ext i j
    by_cases hij : i = j
    · simp [hij, sq]
    · simp [hij]
  have hd : Uᴴ.det * U.det = 1 := by rw [← det_mul, h1, det_one]
  have := congrArg det e
  rw [det_mul, det_mul, det_diagonal] at this
  linear_combination this - (z • (1 : Matrix n n ℂ) - projOverlap A B).det * hd
```

Here \(A,B\) are arbitrary and the real \(d_i\) may be negative. If unitary \(U,V\) make the overlap \(D=\mathrm{diag}(d_i)\), then \(\det(z-K)=\prod_i(z-d_i^2)\) for every complex \(z\), with \(z\) standing for \(z\) times the unit matrix on the left. Insert \(VV^\dagger=1\):
\[U^\dagger KU=U^\dagger S\,VV^\dagger S^\dagger U=DD^\dagger=\mathrm{diag}(d_i^2),\]
which is `h3` combined with `h`. Hence \(U^\dagger(z-K)U=\mathrm{diag}(z-d_i^2)\) (`e`). Taking determinants gives \(\det U^\dagger\,\det(z-K)\,\det U=\prod_i(z-d_i^2)\), and \(\det U^\dagger\det U=1\) (`hd`). The closing `linear_combination` subtracts \(\det(z-K)\) times the second equation from the first. The left side of the result does not involve \(U\) or \(V\), so every pair that makes the overlap real and diagonal yields the same product of factors, and the \(d_i^2\) are fixed up to their order.

## The example

```lean
/-- Two orthonormal pairs of orbitals in three dimensions with a non-diagonal overlap matrix. -/
theorem orthonormal_witness :
    IsOrthonormalSet (!![1, 0; 0, 1; 0, 0] : Matrix (Fin 3) (Fin 2) ℂ) ∧
    IsOrthonormalSet (!![0, 1; 3 / 5, 0; 4 / 5, 0] : Matrix (Fin 3) (Fin 2) ℂ) ∧
    overlap (!![1, 0; 0, 1; 0, 0] : Matrix (Fin 3) (Fin 2) ℂ) !![0, 1; 3 / 5, 0; 4 / 5, 0]
      = !![0, 1; 3 / 5, 0] := by
  unfold IsOrthonormalSet overlap
  refine ⟨?_, ?_, ?_⟩ <;> ext i j <;> fin_cases i <;> fin_cases j <;>
    simp [Matrix.mul_apply, Fin.sum_univ_succ]
  all_goals norm_num [map_ofNat]

end CorrespondingOrbitals
```

These are the families of the opening, with `Fin 2` labelling the orbitals 0 and 1. Both are orthonormal, since \(\tfrac9{25}+\tfrac{16}{25}=1\), and
\[S=\begin{pmatrix}0&1\\ \tfrac35&0\end{pmatrix}.\]
Lean confirms this much by computing each entry; the continuation below and the one-orbital counter-example above are pencil arithmetic. One finds \(K=SS^\dagger=\mathrm{diag}(1,\tfrac9{25})\). Take \(U=1\) and let \(V\) swap the two columns. Then \(SV=\mathrm{diag}(1,\tfrac35)\) and \(\det(z-K)=(z-1)(z-\tfrac9{25})\). The pair with \(d=1\) is \(a_0=b_1\). For the other pair \(a_1-b_0=(0,\tfrac25,-\tfrac45)\), with squared length \(\tfrac{20}{25}=\tfrac45=2-2\cdot\tfrac35\).

```lean
#print axioms CorrespondingOrbitals.amos_hall
#print axioms CorrespondingOrbitals.char_det_of_diagonal
```

```
'CorrespondingOrbitals.amos_hall' depends on axioms: [propext, Classical.choice, Quot.sound]
'CorrespondingOrbitals.char_det_of_diagonal' depends on axioms: [propext, Classical.choice, Quot.sound]
```
